# Leverages and predicate-reduced variances in a linearised structure fit with invertible normal matrix

## The fit as a design matrix

A structure fit is represented here by its linearisation alone: a real matrix $X$ whose entry $X_{ik}$ is the derivative of observation $i$ with respect to structural parameter $k$, divided by the standard uncertainty of that observation. The observations may be rotational constants or moments of inertia of several isotopologues; the parameters may be bond lengths and angles. This scaling gives every observation unit variance, and the errors of different observations are taken to be uncorrelated. The observed values themselves are not needed, because leverages and parameter covariances depend only on $X$ and the weights.

The normal matrix is $N=X^{\mathsf T}X$. We assume that it is invertible, which means that the data determine every parameter to first order. The least-squares parameter covariance is then $N^{-1}$, and the hat matrix
$$H=XN^{-1}X^{\mathsf T}$$
sends observed values to fitted values, both divided by the standard uncertainties and measured from the values calculated at the expansion point. Its diagonal element $H_{ii}$, the leverage of observation $i$, measures how strongly the fitted value follows the observed one.

Predicates are extra estimates of parameters, such as a bond length from an electronic-structure calculation, entered with stated uncertainties. They add a symmetric matrix $W$ to $N$. For independent predicates on single parameters, $W$ is diagonal with inverse variances as entries, and zero where there is no predicate. Positive semidefiniteness of $W$ says that no parameter combination receives negative information. If the predicate errors are independent of the observational errors and the weights are correct, the new covariance is $(N+W)^{-1}$.

## Leverages between zero and one

Since $HX=XN^{-1}N=X$, we have
$$H^2=(HX)N^{-1}X^{\mathsf T}=XN^{-1}X^{\mathsf T}=H.$$
Because $N$ is symmetric, so are $N^{-1}$ and $H$. The diagonal of $H^2=H$ therefore reads
$$H_{ii}=\sum_j H_{ij}H_{ji}=\sum_j H_{ji}^2\ge H_{ii}^2 .$$
The inequality $H_{ii}^2\le H_{ii}$ forces $0\le H_{ii}\le1$. The cyclic property of the trace gives the sum,
$$\sum_i H_{ii}=\operatorname{tr}(X^{\mathsf T}XN^{-1})=\operatorname{tr}\,\mathbf 1,$$
which is the number of parameters.

Let $e_i$ be the unit vector of observation $i$. If $H_{ii}=1$, the sum of squares leaves nothing for the other entries of column $i$, so $He_i=e_i$. Then $c=N^{-1}X^{\mathsf T}e_i$ satisfies $Xc=e_i$: this parameter shift changes one calculated observation and no other. Conversely, if $Xc=e_i$ for some $c$, then $He_i=HXc=Xc=e_i$, and $H_{ii}=1$. The fit reproduces such an observation exactly, whatever its value, so its residual cannot reveal an error in it.

## The variance removed by predicates

In this section $W$ is assumed to be positive semidefinite. First, $N+W$ is invertible. If $(N+W)v=0$, then
$$0=v\cdot(N+W)v=|Xv|^2+v\cdot Wv .$$
Both terms are nonnegative, so $Xv=0$. Hence $Nv=0$, and $v=0$.

Now take a parameter combination with coefficient vector $c$. Its variance is $c\cdot N^{-1}c$ without predicates and $c\cdot(N+W)^{-1}c$ with them. Put $a=N^{-1}c$ and $u=(N+W)^{-1}c$, so that $c=Na=Nu+Wu$. Then
$$c\cdot a=|Xa|^2,\qquad c\cdot u=Xu\cdot Xa,\qquad c\cdot u=|Xu|^2+u\cdot Wu .$$
Expanding the square gives
$$|X(a-u)|^2=|Xa|^2-2\,Xu\cdot Xa+|Xu|^2=c\cdot a-c\cdot u-u\cdot Wu,$$
and therefore
$$c\cdot N^{-1}c-c\cdot(N+W)^{-1}c=u\cdot Wu+|X(a-u)|^2\ge0 .$$
As this holds for every $c$, the symmetric matrix $N^{-1}-(N+W)^{-1}$ is positive semidefinite. Choosing $c$ as the unit vector of parameter $k$ shows that the variance of that parameter does not increase.

## A negative weight can raise the variance

Take one observation and one parameter with $X=(1)$ and $W=(-\tfrac12)$. Both $N=1$ and $N+W=\tfrac12$ are invertible, but the variance rises from $1$ to $2$. For $c=1$ we have $a=1$ and $u=2$, and the two terms of the gain are $-2$ and $1$. The identity still balances; what fails is the sign of $u\cdot Wu$, which positive semidefiniteness guarantees.

## The statements in Lean

The finite types `n` and `p` label observations and parameters, so `Fintype.card p` is the number of parameters. The definitions `normalMatrix X`, `hat X` and `predicateCov X W` are $N$, $H$ and $(N+W)^{-1}$. The hypothesis `IsUnit (normalMatrix X).det` says that $\det N\neq0$, and `W.PosSemidef` includes the symmetry of $W$. The symbols `*ᵥ` and `⬝ᵥ` denote matrix-vector and dot products, and `Pi.single i 1` is $e_i$.

The results on $H$ are `hat_projection`, `leverage_eq_sum_sq`, `leverage_bounds_and_sum` and `leverage_eq_one_iff`; they concern the fit without predicates. The theorem `predicates_reduce_covariance` states both the matrix inequality and the inequality for each diagonal element.

The file contains no probability theory: reading these inverses as covariances rests on the error model described above. Nonlinearity, biased predicates and vibrational contributions missing from the structural model are not covered. For a linearised fit with known weights, the result means that adding computed bond lengths as predicates cannot enlarge the formal parameter variances. Standard errors rescaled by the scatter of the residuals can still grow when predicates and data disagree.

```lean
import Mathlib

open Matrix

namespace StructureFitLeverage

noncomputable section

variable {n p : Type*} [Fintype n] [Fintype p] [DecidableEq n] [DecidableEq p]

/-- The normal matrix `XᵀX` of a least-squares structure fit with design matrix `X`. -/
def normalMatrix (X : Matrix n p ℝ) : Matrix p p ℝ := Xᵀ * X

/-- The hat matrix `X (XᵀX)⁻¹ Xᵀ`, which sends observed values to fitted values. -/
def hat (X : Matrix n p ℝ) : Matrix n n ℝ := X * (normalMatrix X)⁻¹ * Xᵀ

/-- The parameter covariance `(XᵀX + W)⁻¹` of a fit with predicate weight matrix `W`,
for observations scaled to unit variance. -/
def predicateCov (X : Matrix n p ℝ) (W : Matrix p p ℝ) : Matrix p p ℝ :=
  (normalMatrix X + W)⁻¹

omit [DecidableEq n] [DecidableEq p] in
/-- The normal matrix pairs two parameter shifts through the changes they cause in the
calculated observations. -/
theorem normal_form (X : Matrix n p ℝ) (a b : p → ℝ) :
    a ⬝ᵥ (normalMatrix X *ᵥ b) = (X *ᵥ a) ⬝ᵥ (X *ᵥ b) := by
  rw [normalMatrix, ← Matrix.mulVec_mulVec, Matrix.dotProduct_mulVec a Xᵀ (X *ᵥ b),
    Matrix.vecMul_transpose]

omit [DecidableEq n] in
/-- The hat matrix is symmetric and idempotent, and it leaves every column of the design
matrix unchanged. -/
theorem hat_projection (X : Matrix n p ℝ) (hX : IsUnit (normalMatrix X).det) :
    (hat X)ᵀ = hat X ∧ hat X * hat X = hat X ∧ hat X * X = X := by
  have hN : (normalMatrix X)ᵀ = normalMatrix X := by
    simp only [normalMatrix, Matrix.transpose_mul, Matrix.transpose_transpose]
  have hHX : hat X * X = X := by
    have h : hat X * X = X * ((normalMatrix X)⁻¹ * normalMatrix X) := by
      simp only [hat, normalMatrix, Matrix.mul_assoc]
    rw [h, Matrix.nonsing_inv_mul _ hX, Matrix.mul_one]
  refine ⟨?_, ?_, hHX⟩
  · simp only [hat, Matrix.transpose_mul, Matrix.transpose_nonsing_inv,
      Matrix.transpose_transpose, hN, Matrix.mul_assoc]
  · calc hat X * hat X = (hat X * X) * ((normalMatrix X)⁻¹ * Xᵀ) := by
          simp only [hat, Matrix.mul_assoc]
      _ = hat X := by
          rw [hHX]
          simp only [hat, Matrix.mul_assoc]

omit [DecidableEq n] in
/-- The leverage of an observation is the sum of the squares of its column of the hat matrix. -/
theorem leverage_eq_sum_sq (X : Matrix n p ℝ) (hX : IsUnit (normalMatrix X).det) (i : n) :
    hat X i i = ∑ j, hat X j i ^ 2 := by
  obtain ⟨hs, hi, _⟩ := hat_projection X hX
  have h := congrFun (congrFun hi i) i
  rw [Matrix.mul_apply] at h
  refine h.symm.trans (Finset.sum_congr rfl fun j _ => ?_)
  have hji : hat X j i = hat X i j := congrFun (congrFun hs i) j
  rw [← hji]
  ring

omit [DecidableEq n] in
/-- Every leverage lies between zero and one, and the leverages add up to the number of
fitted parameters. -/
theorem leverage_bounds_and_sum (X : Matrix n p ℝ) (hX : IsUnit (normalMatrix X).det) :
    (∀ i, 0 ≤ hat X i i ∧ hat X i i ≤ 1) ∧ ∑ i, hat X i i = Fintype.card p := by
  constructor
  · intro i
    -- one term of the sum of squares already gives h² ≤ h
    have h : hat X i i ^ 2 ≤ hat X i i := by
      conv_rhs => rw [leverage_eq_sum_sq X hX i]
      exact Finset.single_le_sum (f := fun j => hat X j i ^ 2)
        (fun j _ => sq_nonneg _) (Finset.mem_univ i)
    constructor
    · nlinarith [sq_nonneg (hat X i i)]
    · by_contra hlt
      nlinarith [not_le.mp hlt]
  · calc ∑ i, hat X i i = Matrix.trace (Xᵀ * (X * (normalMatrix X)⁻¹)) :=
          Matrix.trace_mul_comm (X * (normalMatrix X)⁻¹) Xᵀ
      _ = Matrix.trace (normalMatrix X * (normalMatrix X)⁻¹) := by
          simp only [normalMatrix, Matrix.mul_assoc]
      _ = Fintype.card p := by rw [Matrix.mul_nonsing_inv _ hX, Matrix.trace_one]

/-- An observation has leverage one exactly when some parameter shift changes its calculated
value by one unit and no other calculated value. -/
theorem leverage_eq_one_iff (X : Matrix n p ℝ) (hX : IsUnit (normalMatrix X).det) (i : n) :
    hat X i i = 1 ↔ ∃ c : p → ℝ, X *ᵥ c = Pi.single i 1 := by
  constructor
  · intro h
    refine ⟨(normalMatrix X)⁻¹ *ᵥ (Xᵀ *ᵥ Pi.single i 1), ?_⟩
    have hc : X *ᵥ ((normalMatrix X)⁻¹ *ᵥ (Xᵀ *ᵥ Pi.single i 1))
        = hat X *ᵥ Pi.single i 1 := by
      simp only [hat, Matrix.mulVec_mulVec, Matrix.mul_assoc]
    rw [hc]
    ext j
    have hcol : (hat X *ᵥ Pi.single i 1) j = hat X j i := by simp
    rw [hcol]
    by_cases hj : j = i
    · subst hj
      simp [h]
    · -- the diagonal element exhausts the sum of squares
      have hs := leverage_eq_sum_sq X hX i
      rw [← Finset.add_sum_erase Finset.univ (fun j => hat X j i ^ 2)
        (Finset.mem_univ i)] at hs
      have hle : hat X j i ^ 2 ≤ ∑ k ∈ Finset.univ.erase i, hat X k i ^ 2 :=
        Finset.single_le_sum (f := fun k => hat X k i ^ 2) (fun k _ => sq_nonneg _)
          (Finset.mem_erase.mpr ⟨hj, Finset.mem_univ j⟩)
      simp only [h] at hs
      have h0 : hat X j i = 0 := by
        apply pow_eq_zero_iff (two_ne_zero) |>.mp
        nlinarith [sq_nonneg (hat X j i)]
      simp [h0, hj]
  · rintro ⟨c, hc⟩
    have h : hat X *ᵥ Pi.single i 1 = Pi.single i 1 := by
      rw [← hc, Matrix.mulVec_mulVec, (hat_projection X hX).2.2]
    simpa using congrFun h i

omit [DecidableEq n] in
/-- If the normal matrix is invertible, a parameter shift that changes no calculated
observation is zero. -/
theorem shift_eq_zero (X : Matrix n p ℝ) (hX : IsUnit (normalMatrix X).det) (v : p → ℝ)
    (h : X *ᵥ v = 0) : v = 0 := by
  have hN : normalMatrix X *ᵥ v = 0 := by
    rw [normalMatrix, ← Matrix.mulVec_mulVec, h, Matrix.mulVec_zero]
  rw [← Matrix.one_mulVec v, ← Matrix.nonsing_inv_mul _ hX, ← Matrix.mulVec_mulVec, hN,
    Matrix.mulVec_zero]

omit [DecidableEq n] in
/-- The drop in variance of a parameter combination `c` caused by predicates is the predicate
quadratic form at `u = (XᵀX + W)⁻¹ c` plus the squared length of `X ((XᵀX)⁻¹ c - u)`. -/
theorem variance_gain (X : Matrix n p ℝ) (hX : IsUnit (normalMatrix X).det)
    (W : Matrix p p ℝ) (hW : W.PosSemidef) (c : p → ℝ) :
    c ⬝ᵥ ((normalMatrix X)⁻¹ *ᵥ c) - c ⬝ᵥ (predicateCov X W *ᵥ c) =
      (predicateCov X W *ᵥ c) ⬝ᵥ (W *ᵥ (predicateCov X W *ᵥ c)) +
      (X *ᵥ ((normalMatrix X)⁻¹ *ᵥ c - predicateCov X W *ᵥ c)) ⬝ᵥ
        (X *ᵥ ((normalMatrix X)⁻¹ *ᵥ c - predicateCov X W *ᵥ c)) := by
  -- the normal matrix with predicates has no null vector
  have hU : IsUnit (normalMatrix X + W).det := by
    rw [isUnit_iff_ne_zero]
    intro h0
    obtain ⟨v, hv, h⟩ := Matrix.exists_mulVec_eq_zero_iff.mpr h0
    have h1 : v ⬝ᵥ ((normalMatrix X + W) *ᵥ v) = 0 := by rw [h, dotProduct_zero]
    rw [Matrix.add_mulVec, dotProduct_add, normal_form] at h1
    have h2 : 0 ≤ v ⬝ᵥ (W *ᵥ v) := by simpa using hW.dotProduct_mulVec_nonneg v
    have h3 : 0 ≤ (X *ᵥ v) ⬝ᵥ (X *ᵥ v) := Finset.sum_nonneg fun i _ => mul_self_nonneg _
    exact hv (shift_eq_zero X hX v (dotProduct_self_eq_zero.mp (by linarith)))
  have ha : normalMatrix X *ᵥ ((normalMatrix X)⁻¹ *ᵥ c) = c := by
    rw [Matrix.mulVec_mulVec, Matrix.mul_nonsing_inv _ hX, Matrix.one_mulVec]
  have hu : normalMatrix X *ᵥ (predicateCov X W *ᵥ c) + W *ᵥ (predicateCov X W *ᵥ c) = c := by
    rw [← Matrix.add_mulVec, predicateCov, Matrix.mulVec_mulVec,
      Matrix.mul_nonsing_inv _ hU, Matrix.one_mulVec]
  generalize (normalMatrix X)⁻¹ *ᵥ c = a at *
  generalize predicateCov X W *ᵥ c = u at *
  -- expand the variances with c = N a and c = N u + W u
  have e1 : c ⬝ᵥ a = (X *ᵥ a) ⬝ᵥ (X *ᵥ a) := by
    rw [← normal_form, ha, dotProduct_comm]
  have e2 : c ⬝ᵥ u = (X *ᵥ u) ⬝ᵥ (X *ᵥ a) := by
    rw [← normal_form, ha, dotProduct_comm]
  have e3 : c ⬝ᵥ u = (X *ᵥ u) ⬝ᵥ (X *ᵥ u) + u ⬝ᵥ (W *ᵥ u) := by
    rw [← normal_form, ← dotProduct_add, hu, dotProduct_comm]
  rw [Matrix.mulVec_sub, sub_dotProduct, dotProduct_sub, dotProduct_sub,
    dotProduct_comm (X *ᵥ a) (X *ᵥ u)]
  linarith

omit [DecidableEq n] in
/-- Adding predicates with positive semidefinite weight does not raise the parameter covariance in
the semidefinite order, and no single parameter variance increases. -/
theorem predicates_reduce_covariance (X : Matrix n p ℝ) (hX : IsUnit (normalMatrix X).det)
    (W : Matrix p p ℝ) (hW : W.PosSemidef) :
    ((normalMatrix X)⁻¹ - predicateCov X W).PosSemidef ∧
      ∀ k, predicateCov X W k k ≤ (normalMatrix X)⁻¹ k k := by
  have hN : (normalMatrix X).IsHermitian := by
    rw [Matrix.IsHermitian, Matrix.conjTranspose_eq_transpose_of_trivial]
    simp only [normalMatrix, Matrix.transpose_mul, Matrix.transpose_transpose]
  have hP : ((normalMatrix X)⁻¹ - predicateCov X W).PosSemidef := by
    refine Matrix.PosSemidef.of_dotProduct_mulVec_nonneg
      (hN.inv.sub (hN.add hW.isHermitian).inv) fun c => ?_
    rw [star_trivial, Matrix.sub_mulVec, dotProduct_sub, variance_gain X hX W hW c]
    refine add_nonneg ?_ (Finset.sum_nonneg fun i _ => mul_self_nonneg _)
    simpa using hW.dotProduct_mulVec_nonneg (predicateCov X W *ᵥ c)
  refine ⟨hP, fun k => ?_⟩
  have h := hP.diag_nonneg (i := k)
  rw [Matrix.sub_apply] at h
  linarith

end

end StructureFitLeverage
```

```lean
#print axioms StructureFitLeverage.leverage_bounds_and_sum
-- 'StructureFitLeverage.leverage_bounds_and_sum' depends on axioms: [propext, Classical.choice, Quot.sound]
#print axioms StructureFitLeverage.leverage_eq_one_iff
-- 'StructureFitLeverage.leverage_eq_one_iff' depends on axioms: [propext, Classical.choice, Quot.sound]
#print axioms StructureFitLeverage.predicates_reduce_covariance
-- 'StructureFitLeverage.predicates_reduce_covariance' depends on axioms: [propext, Classical.choice, Quot.sound]
```

## How the proof follows the algebra

`normal_form` is the identity $a\cdot Nb=Xa\cdot Xb$, which turns quadratic forms in $N$ into squared lengths of changes in the calculated observations. `hat_projection` proves $HX=X$ first and uses it for idempotency.

`leverage_eq_sum_sq` reads off a diagonal entry of $H^2=H$ and uses symmetry to make each product a square. In `leverage_bounds_and_sum`, `Finset.single_le_sum` keeps just one term of that sum, giving $H_{ii}^2\le H_{ii}$; `nlinarith` derives the two bounds, and `Matrix.trace_mul_comm` supplies the cyclic step. For the forward direction of `leverage_eq_one_iff`, the sum is split into its diagonal term and the rest, which must vanish.

`shift_eq_zero` shows that $Xv=0$ implies $v=0$. Inside `variance_gain` it excludes a null vector of $N+W$, which `Matrix.exists_mulVec_eq_zero_iff` would provide if the determinant were zero. The final theorem combines the gain identity with the symmetry of both inverses, then takes diagonal entries through `diag_nonneg`.

## Replacing the inverses by two vectors

In the variance argument, the tactic `generalize` abbreviates two long expressions. Before it is used, `ha` and `hu` record $Na=c$ and $Nu+Wu=c$, with $a$ and $u$ still written out as inverses applied to `c`. The two lines

`generalize (normalMatrix X)⁻¹ *ᵥ c = a at *`

`generalize predicateCov X W *ᵥ c = u at *`

then replace those expressions by plain variables in the goal and in the hypotheses. The inverses disappear from the calculation, and the two linear equations carry all the information still needed about them.

The steps `e1`, `e2` and `e3` are the three expressions for $c\cdot a$ and $c\cdot u$ derived above. Once the square has been expanded and the cross terms put in the same order, the goal is linear in the remaining dot products. `linarith` can therefore finish without any matrix algebra.
